# The best rank-M approximation to a positive semidefinite Coulomb matrix misses it by the (M+1)-th largest eigenvalue in operator norm

**Q:** In a GW or hybrid-functional calculation with LAPW functions, I can shorten the list of auxiliary functions for orbital products by diagonalising a Coulomb matrix and keeping only the eigenvectors with the largest eigenvalues. You say that a theorem supports this cut. Before any Lean, what is the argument?

**A:** Let ρ_i be the n pair products and A_ij = (ρ_i|v|ρ_j) their Coulomb integrals. If you start from a list of auxiliary functions already built from such products, as in the cut you describe, take those functions as the ρ_i; the argument is the same. Take A to be Hermitian and positive semidefinite, with orthonormal eigenvectors u_k and eigenvalues counted from zero:

λ_0 ≥ λ_1 ≥ … ≥ λ_{n−1} ≥ 0

The (M+1)-th eigenvalue is then λ_M, which exists because M < n. A fit with M auxiliary functions replaces A by B = C W Cᴴ, where C holds the n × M fit coefficients and W is the M × M interaction between the auxiliary functions. Whatever functions you choose, B has rank at most M. The error is the operator norm ‖A − B‖, the largest value of ‖(A − B)x‖/‖x‖ over nonzero x.

Expanding x in the eigenvectors gives

Ax = Σ_k λ_k ⟨u_k, x⟩ u_k

‖Ax‖² = Σ_k λ_k² |⟨u_k, x⟩|²

**Q:** Why can't a clever B beat λ_M?

**A:** Because it is blind to some vector that A stretches strongly. Ask for an x with Bx = 0 and ⟨u_k, x⟩ = 0 for all k > M. These are at most M + (n − M − 1) = n − 1 independent linear conditions on n components, so a nonzero x satisfies them. For this x,

‖(A − B)x‖² = ‖Ax‖² = Σ_{k≤M} λ_k² |⟨u_k, x⟩|² ≥ λ_M² ‖x‖²

and therefore ‖A − B‖ ≥ λ_M.

**Q:** And the eigenvector cut reaches that value?

**A:** Yes. Let

F = Σ_{k<M} λ_k u_k u_kᴴ

Its rank is at most M, and xᴴFx = Σ_{k<M} λ_k |⟨u_k, x⟩|² ≥ 0, so it is positive semidefinite. The difference A − F annihilates u_k for k < M and multiplies u_k by λ_k for k ≥ M. Hence

‖(A − F)x‖² = Σ_{k≥M} λ_k² |⟨u_k, x⟩|² ≤ λ_M² ‖x‖²

so ‖A − F‖ ≤ λ_M. The lower bound applies to F as well, which gives equality. For M = 0 the fit is the zero matrix and the error is λ_0 = ‖A‖.

**Q:** Show me numbers.

**A:** Take two pair products with A = [[2, 1], [1, 2]] and M = 1. The eigenvalues are λ_0 = 3 and λ_1 = 1, with u_0 = (1, 1)/√2. Then

F = [[3/2, 3/2], [3/2, 3/2]]

A − F = [[1/2, −1/2], [−1/2, 1/2]]

The difference has eigenvalues 1 and 0, so the error is 1 = λ_1. For comparison, use the first pair product itself as the only auxiliary function, with the Coulomb fit B_ij = A_i1 A_1j / A_11 (products numbered from 1):

B = [[2, 1], [1, 1/2]]

A − B = [[0, 0], [0, 3/2]]

That error is 3/2, which is worse than 1. The theorem rules out an error below 1 for any choice of one auxiliary function, but it doesn't exclude ties.

**Q:** Now the formal side. Where are my pair products?

**A:** They are the elements of a finite type `ι`, and n is `Fintype.card ι`. The matrix `A` has complex entries.

```lean
import Mathlib

open Matrix
open scoped ComplexOrder

namespace MixedProductBasis

noncomputable section

variable {ι : Type*} [Fintype ι] [DecidableEq ι] {M : ℕ} {A : Matrix ι ι ℂ}
```

**Q:** Which norm is it? There are several matrix norms.

**A:** The matrix is first turned into an operator on Euclidean space, and the error is the norm of that operator.

```lean
/-- A matrix over the pair products, acting as an operator on Euclidean space. -/
abbrev toOp (X : Matrix ι ι ℂ) : EuclideanSpace ℂ ι →L[ℂ] EuclideanSpace ℂ ι :=
  Matrix.toEuclideanCLM (n := ι) (𝕜 := ℂ) X

/-- The operator norm of a matrix: its largest stretching of a Euclidean vector. -/
def opNorm (X : Matrix ι ι ℂ) : ℝ := ‖toOp X‖
```

In physical terms, if x and y are the coefficient vectors of two densities in the pair products, replacing A by B changes their Coulomb interaction by at most ‖A − B‖ ‖x‖ ‖y‖. The lengths are those of coefficient vectors, so rescaling the pair products changes both the eigenvalues and the meaning of the error.

**Q:** And the ordering of the eigenvalues?

**A:** Mathlib's `eigenvalues₀` is the decreasing list, numbered from zero. `modes` puts the eigenvectors in the same order, so `modes hA k` is u_k.

```lean
/-- The orthonormal eigenvectors of a Hermitian matrix, in order of decreasing eigenvalue. -/
def modes (hA : A.IsHermitian) :
    OrthonormalBasis (Fin (Fintype.card ι)) ℂ (EuclideanSpace ℂ ι) :=
  hA.eigenvectorBasis.reindex (Fintype.equivOfCardEq (Fintype.card_fin _)).symm
```

The next two definitions build the cut: `auxFunctions` is the n × M matrix with columns u_0, …, u_{M−1}, and `auxFit` is F.

```lean
/-- The coefficients of the `M` leading eigenvectors, used as auxiliary functions. -/
def auxFunctions (hA : A.IsHermitian) (hM : M ≤ Fintype.card ι) : Matrix ι (Fin M) ℂ :=
  Matrix.of fun i j => (modes hA (Fin.castLE hM j)).ofLp i

/-- The matrix built from only the `M` leading eigenvectors and eigenvalues of a Hermitian matrix
`A`. -/
def auxFit (hA : A.IsHermitian) (hM : M ≤ Fintype.card ι) : Matrix ι ι ℂ :=
  auxFunctions hA hM * Matrix.diagonal (fun j => (hA.eigenvalues₀ (Fin.castLE hM j) : ℂ))
    * (auxFunctions hA hM)ᴴ
```

**Q:** So what does the final theorem say, word for word?

**A:** `best_rank_approximation` assumes `A.PosSemidef` and `M < Fintype.card ι`. Its first half says that every complex matrix `B` with `B.rank ≤ M` satisfies λ_M ≤ `opNorm (A - B)`, where λ_M is written `hA.isHermitian.eigenvalues₀ ⟨M, hM⟩`. `B` need not be Hermitian. Its second half says that some positive semidefinite `B` of rank at most M has error equal to λ_M.

**Q:** I see no Coulomb kernel in that.

**A:** There is none. Positive semidefiniteness stands for the physics: the electrostatic self-energy of a charge density under the bare Coulomb repulsion is not negative. It is assumed here and not derived from 1/r. The integrals must also be finite, so in a periodic solid the divergent long-wavelength part has to be treated separately first.

**Q:** Would Hermiticity alone do?

**A:** For the lower bound, yes. For equality, no, even if λ_M ≥ 0. Take A = diag(1, 0, −1) and M = 1. Then λ_1 = 0, and equality would require B = A, but A has rank 2.

**Q:** Is this the Eckart–Young theorem?

**A:** It is the positive semidefinite case in operator norm. The general theorem treats rectangular matrices through their singular values, and also the Frobenius norm.

**Q:** What does it tell me about my GW gap?

**A:** Nothing directly. For one fixed, finite Coulomb matrix, it says how small the worst-case error of a fit with M auxiliary functions can be; it doesn't carry that error through to a self-energy or a band gap. A consequence that the file leaves unstated is that a tolerance ε can be met at rank M exactly when λ_M ≤ ε.

**Q:** Then take me through the proof. Where does it start?

**A:** With the eigenvalue equation A u_k = λ_k u_k in the decreasing order. Mathlib supplies it with the eigenvectors labelled by `ι`, and the lemma carries it over to the new numbering.

```lean
/-- Each mode of a Hermitian matrix is an eigenvector for the eigenvalue of the same number. -/
theorem mulVec_modes (hA : A.IsHermitian) (k : Fin (Fintype.card ι)) :
    A *ᵥ (modes hA k).ofLp = (hA.eigenvalues₀ k : ℂ) • (modes hA k).ofLp := by
  have hv : hA.eigenvalues (Fintype.equivOfCardEq (Fintype.card_fin _) k)
      = hA.eigenvalues₀ k := by
    simp [Matrix.IsHermitian.eigenvalues]
  have hm : modes hA k
      = hA.eigenvectorBasis (Fintype.equivOfCardEq (Fintype.card_fin _) k) := by
    simp [modes]
  have h := hA.mulVec_eigenvectorBasis (Fintype.equivOfCardEq (Fintype.card_fin _) k)
  rw [hv] at h
  rw [hm, h]
  ext i
  simp
```

Next comes the formula for ‖Ax‖². It is stated for any matrix `X` that has an orthonormal eigenbasis `b` with real eigenvalues `μ`, because it is needed for both A and A − F. The proof expands x in the basis, applies `X` term by term, and reads off each overlap by orthonormality.

```lean
/-- If an orthonormal basis consists of eigenvectors of `X` with real eigenvalues `μ`, the squared
length of `X x` is the sum of squared eigenvalues times squared overlaps of `x` with the basis. -/
theorem norm_sq_apply {N : ℕ} (b : OrthonormalBasis (Fin N) ℂ (EuclideanSpace ℂ ι))
    (X : Matrix ι ι ℂ) (μ : Fin N → ℝ)
    (h : ∀ k, X *ᵥ (b k).ofLp = (μ k : ℂ) • (b k).ofLp) (x : EuclideanSpace ℂ ι) :
    ‖toOp X x‖ ^ 2 = ∑ k, μ k ^ 2 * ‖inner ℂ (b k) x‖ ^ 2 := by
  have hT : ∀ k, toOp X (b k) = (μ k : ℂ) • b k := fun k =>
    congrArg (WithLp.toLp 2) (h k)
  -- expand x in the eigenbasis
  have hx : toOp X x = ∑ j, (inner ℂ (b j) x * (μ j : ℂ)) • b j := by
    conv_lhs => rw [← b.sum_repr' x]
    simp only [map_sum, map_smul, hT, smul_smul]
  rw [← b.sum_sq_norm_inner_right (toOp X x)]
  refine Finset.sum_congr rfl fun k _ => ?_
  have hk : inner ℂ (b k) (toOp X x) = (μ k : ℂ) * inner ℂ (b k) x := by
    rw [hx, inner_sum]
    simp [inner_smul_right, orthonormal_iff_ite.mp b.orthonormal, mul_comm]
  rw [hk, norm_mul, mul_pow, Complex.norm_real, Real.norm_eq_abs, sq_abs]
```

**Q:** How does the counting of conditions look?

**A:** All the conditions go into one linear map `L`, which sends x to Bx together with its overlaps with u_k for k > M. The target has dimension rank B + n − (M + 1), which is less than n. An injective `L` would need a target of dimension at least n, and `omega` finds the contradiction. So the kernel contains a nonzero x.

```lean
omit [DecidableEq ι] in
/-- A matrix of rank at most `M`, below the dimension, annihilates some nonzero combination of the
first `M + 1` vectors of any orthonormal basis. -/
theorem exists_unseen (b : OrthonormalBasis (Fin (Fintype.card ι)) ℂ (EuclideanSpace ℂ ι))
    (hM : M < Fintype.card ι) {B : Matrix ι ι ℂ} (hB : B.rank ≤ M) :
    ∃ x : EuclideanSpace ℂ ι, x ≠ 0 ∧ B *ᵥ x.ofLp = 0 ∧
      ∀ k : Fin (Fintype.card ι), M < k.val → inner ℂ (b k) x = 0 := by
  -- collect all conditions on x in one linear map into a space of smaller dimension
  let L : EuclideanSpace ℂ ι →ₗ[ℂ]
      (LinearMap.range B.mulVecLin × (Fin (Fintype.card ι - (M + 1)) → ℂ)) :=
    (B.mulVecLin.rangeRestrict ∘ₗ (WithLp.linearEquiv 2 ℂ (ι → ℂ)).toLinearMap).prod
      (LinearMap.pi fun j =>
        ((innerSL ℂ (b ⟨M + 1 + j.val, by have := j.isLt; omega⟩) :
          EuclideanSpace ℂ ι →L[ℂ] ℂ) : EuclideanSpace ℂ ι →ₗ[ℂ] ℂ))
  have hL : ¬ Function.Injective L := fun h => by
    have h1 := LinearMap.finrank_le_finrank_of_injective h
    have hr : Module.finrank ℂ (LinearMap.range B.mulVecLin) = B.rank := rfl
    rw [Module.finrank_prod, hr, Module.finrank_fin_fun, finrank_euclideanSpace] at h1
    omega
  rw [← LinearMap.ker_eq_bot] at hL
  obtain ⟨x, hx, hx0⟩ := Submodule.exists_mem_ne_zero_of_ne_bot hL
  have h1 : L x = 0 := LinearMap.mem_ker.mp hx
  refine ⟨x, hx0, congrArg (fun p => (p.1 : ι → ℂ)) h1, fun k hk => ?_⟩
  have h2 := congrFun (congrArg Prod.snd h1) ⟨k.val - (M + 1), by have := k.isLt; omega⟩
  have hidx : (⟨M + 1 + (k.val - (M + 1)), by have := k.isLt; omega⟩ :
      Fin (Fintype.card ι)) = k := Fin.ext (by simp only; omega)
  rw [← hidx]
  exact h2
```

**Q:** And the lower bound follows as you did it?

**A:** Yes, with one extra case. This lemma assumes only that A is Hermitian, so λ_M could be negative or zero, and then the bound holds because a norm is nonnegative. Otherwise `hAB` says that A − B acts on x as A does, and `hlow` is the stretching estimate, proved by comparing the two sums term by term. Terms with k > M vanish, and the others use the decreasing order. Dividing by ‖x‖ > 0 finishes it.

```lean
/-- For Hermitian `A` of dimension above `M`, every matrix of rank at most `M` misses `A` in
operator norm by at least the `(M + 1)`-th largest eigenvalue (number `M` counted from zero). -/
theorem eigenvalue_le_error (hA : A.IsHermitian) (hM : M < Fintype.card ι)
    {B : Matrix ι ι ℂ} (hB : B.rank ≤ M) :
    hA.eigenvalues₀ ⟨M, hM⟩ ≤ opNorm (A - B) := by
  rcases le_or_gt (hA.eigenvalues₀ ⟨M, hM⟩) 0 with h0 | h0
  · exact h0.trans (norm_nonneg _)
  obtain ⟨x, hx, hBx, hc⟩ := exists_unseen (modes hA) hM hB
  -- on x the error acts as A itself
  have hAB : toOp (A - B) x = toOp A x := by
    have h : (A - B) *ᵥ x.ofLp = A *ᵥ x.ofLp := by
      rw [Matrix.sub_mulVec, hBx, sub_zero]
    exact congrArg (WithLp.toLp 2) h
  -- and A stretches x by at least the eigenvalue
  have hlow : hA.eigenvalues₀ ⟨M, hM⟩ * ‖x‖ ≤ ‖toOp A x‖ := by
    refine (sq_le_sq₀ (mul_nonneg h0.le (norm_nonneg _)) (norm_nonneg _)).mp ?_
    rw [mul_pow, norm_sq_apply (modes hA) A _ (mulVec_modes hA) x,
      ← (modes hA).sum_sq_norm_inner_right x, Finset.mul_sum]
    refine Finset.sum_le_sum fun k _ => ?_
    rcases lt_or_ge M k.val with hk | hk
    · simp [hc k hk]
    · have hle := hA.eigenvalues₀_antitone (show k ≤ ⟨M, hM⟩ from hk)
      exact mul_le_mul_of_nonneg_right (pow_le_pow_left₀ h0.le hle 2) (sq_nonneg _)
  have hup := (toOp (A - B)).le_opNorm x
  rw [hAB] at hup
  exact le_of_mul_le_mul_right (hlow.trans hup) (norm_pos_iff.mpr hx)
```

**Q:** What about the fit?

**A:** First, F must act correctly on every eigenvector: F u_k = λ_k u_k for k < M, and F u_k = 0 otherwise. The step `hC` computes the overlaps of the M columns with u_k, which are ones and zeros. The remaining sum then has a single surviving term or none.

```lean
/-- The fit built from the `M` leading modes reproduces those modes with their eigenvalues and
annihilates all others. -/
theorem auxFit_mulVec (hA : A.IsHermitian) (hM : M ≤ Fintype.card ι)
    (k : Fin (Fintype.card ι)) :
    auxFit hA hM *ᵥ (modes hA k).ofLp
      = ((if k.val < M then hA.eigenvalues₀ k else 0 : ℝ) : ℂ) • (modes hA k).ofLp := by
  -- overlaps of the auxiliary functions with mode k
  have hC : (auxFunctions hA hM)ᴴ *ᵥ (modes hA k).ofLp
      = fun j => if Fin.castLE hM j = k then (1 : ℂ) else 0 := by
    funext j
    refine Eq.trans ?_ (orthonormal_iff_ite.mp (modes hA).orthonormal (Fin.castLE hM j) k)
    rw [PiLp.inner_apply]
    simp [Matrix.mulVec, dotProduct, auxFunctions, mul_comm]
  rw [auxFit, ← Matrix.mulVec_mulVec, ← Matrix.mulVec_mulVec, hC]
  ext i
  change ∑ j, auxFunctions hA hM i j * (Matrix.diagonal _ *ᵥ _) j = _
  simp only [Matrix.mulVec_diagonal]
  by_cases hk : k.val < M
  · rw [Finset.sum_eq_single (⟨k.val, hk⟩ : Fin M)]
    · simp [auxFunctions, hk, mul_comm]
    · intro j _ hj
      have hne : Fin.castLE hM j ≠ k := fun h => by
        have hv : j.val = k.val := congrArg Fin.val h
        exact hj (Fin.ext hv)
      simp [hne]
    · simp
  · rw [Finset.sum_eq_zero]
    · simp [hk]
    · intro j _
      have hne : Fin.castLE hM j ≠ k := fun h => hk (by rw [← h]; exact j.isLt)
      simp [hne]
```

So A − F has eigenvalue 0 for k < M and λ_k for k ≥ M. Putting these into the formula for the squared length and bounding each term by λ_M² gives the upper bound. Here the nonnegative eigenvalues are used, since squaring preserves their order.

```lean
/-- For Hermitian `A` with nonnegative eigenvalues and dimension above `M`, the fit built from the
`M` leading modes has an error of at most the `(M + 1)`-th largest eigenvalue. -/
theorem auxFit_error_le (hA : A.IsHermitian) (h0 : ∀ k, 0 ≤ hA.eigenvalues₀ k)
    (hM : M < Fintype.card ι) :
    opNorm (A - auxFit hA hM.le) ≤ hA.eigenvalues₀ ⟨M, hM⟩ := by
  refine ContinuousLinearMap.opNorm_le_bound _ (h0 _) fun x => ?_
  refine (sq_le_sq₀ (norm_nonneg _) (mul_nonneg (h0 _) (norm_nonneg _))).mp ?_
  -- the error keeps only the modes from number M on
  rw [norm_sq_apply (modes hA) _
      (fun k => if k.val < M then 0 else hA.eigenvalues₀ k) (fun k => by
        rw [Matrix.sub_mulVec, mulVec_modes, auxFit_mulVec, ← sub_smul]
        congr 1
        split_ifs <;> simp) x,
    mul_pow, ← (modes hA).sum_sq_norm_inner_right x, Finset.mul_sum]
  refine Finset.sum_le_sum fun k _ => mul_le_mul_of_nonneg_right ?_ (sq_nonneg _)
  split_ifs with hk
  · simpa using sq_nonneg (hA.eigenvalues₀ ⟨M, hM⟩)
  · exact pow_le_pow_left₀ (h0 k)
      (hA.eigenvalues₀_antitone (show ⟨M, hM⟩ ≤ k from not_lt.mp hk)) 2
```

**Q:** That leaves the assembly.

**A:** The final proof gets λ_k ≥ 0 from positive semidefiniteness. It bounds the rank of F by the number of columns of `auxFunctions`, and obtains the positivity of F from its form C D Cᴴ, where D is diagonal with nonnegative entries. `le_antisymm` joins the two bounds into the equality.

```lean
/-- For a positive semidefinite matrix `A` of dimension above `M`, the smallest operator-norm error
of a matrix of rank at most `M` is the `(M + 1)`-th largest eigenvalue of `A`, and a positive
semidefinite matrix attains it. -/
theorem best_rank_approximation (hA : A.PosSemidef) (hM : M < Fintype.card ι) :
    (∀ B : Matrix ι ι ℂ, B.rank ≤ M →
      hA.isHermitian.eigenvalues₀ ⟨M, hM⟩ ≤ opNorm (A - B)) ∧
    ∃ B : Matrix ι ι ℂ, B.PosSemidef ∧ B.rank ≤ M ∧
      opNorm (A - B) = hA.isHermitian.eigenvalues₀ ⟨M, hM⟩ := by
  have h0 : ∀ k, 0 ≤ hA.isHermitian.eigenvalues₀ k := fun k => by
    have h := hA.eigenvalues_nonneg (Fintype.equivOfCardEq (Fintype.card_fin _) k)
    simpa [Matrix.IsHermitian.eigenvalues] using h
  have hr : (auxFit hA.isHermitian hM.le).rank ≤ M := by
    unfold auxFit
    refine le_trans (Matrix.rank_mul_le_left _ _) ?_
    exact le_trans (Matrix.rank_le_card_width _) (Fintype.card_fin M).le
  refine ⟨fun B hB => eigenvalue_le_error hA.isHermitian hM hB,
    auxFit hA.isHermitian hM.le, ?_, hr,
    le_antisymm (auxFit_error_le hA.isHermitian h0 hM)
      (eigenvalue_le_error hA.isHermitian hM hr)⟩
  unfold auxFit
  exact Matrix.PosSemidef.mul_mul_conjTranspose_same
    (Matrix.posSemidef_diagonal_iff.mpr fun _ => Complex.zero_le_real.mpr (h0 _)) _

end

end MixedProductBasis
```

```lean
#print axioms MixedProductBasis.best_rank_approximation
-- 'MixedProductBasis.best_rank_approximation' depends on axioms: [propext, Classical.choice, Quot.sound]
```
